# For occupied–virtual rotations, two density reflections compose to the doubled rotation

Compare two SCF steps through their orbital coefficients, and the rotation you read off can be contaminated: mixing occupied orbitals among themselves changes the coefficients but not the density. The densities alone give a clean answer when the generator $K$ mixes only occupied with virtual orbitals. For such a $K$, an idempotent density matrix $P$ and $Q=e^{K}Pe^{-K}$,

$$(2P-1)e^{K}(2P-1)=e^{-K},\qquad (2Q-1)(2P-1)=e^{2K}.$$

This applies to single-determinant Hartree–Fock or Kohn–Sham densities in a finite orthonormal basis. The theorems start from a given $K$; that two densities from an actual SCF run are linked by such a $K$ must be supplied separately.

## Matrices over a finite set of spin orbitals

The type `n` labels the spin orbitals, and `𝕜` is $\mathbb R$ or $\mathbb C$. A closed-shell density with occupations 2 must first be halved.

```lean
import Mathlib

open Matrix
open NormedSpace (exp)

namespace DensityReflections

universe u w

variable {𝕜 : Type u} {n : Type w} [RCLike 𝕜] [Fintype n] [DecidableEq n]
```

Write $R=2P-1$. For Hermitian idempotent $P$ it keeps occupied vectors and changes the sign of virtual ones.

```lean
/-- The matrix `2P - 1`, which is a reflection when `P` is idempotent. -/
def reflection (P : Matrix n n 𝕜) : Matrix n n 𝕜 := 2 * P - 1
```

The rotated density $Q$ is `rotate K P`, with `exp` the matrix exponential. We call $e^K$ a rotation for every $K$; it is unitary whenever $K$ is anti-Hermitian.

```lean
/-- The matrix `exp(K) P exp(-K)`, called `P` rotated by `exp(K)`; the factor `exp(K)` is unitary
when `K` is anti-Hermitian. -/
noncomputable def rotate (K P : Matrix n n 𝕜) : Matrix n n 𝕜 := exp K * P * exp (-K)
```

Since $K$ commutes with $-K$, the exponents add and $e^Ke^{-K}=1$.

```lean
/-- For every square matrix `K`, the product of `exp(K)` and `exp(-K)` is the identity. -/
theorem exp_mul_exp_neg (K : Matrix n n 𝕜) : exp K * exp (-K) = 1 := by
  rw [← Matrix.exp_add_of_commute _ _ (Commute.refl K).neg_right, add_neg_cancel,
    NormedSpace.exp_zero]
```

## Idempotency: every natural orbital is full or empty

For a Hermitian density matrix, the hypothesis `hP : P * P = P` says that all natural occupations, the eigenvalues of $P$, are 0 or 1. By hand it gives

$$R^2=4P^2-4P+1=1.$$

In Lean, `linear_combination` takes four times `hP` and leaves the rest to noncommutative algebra.

```lean
/-- The reflection of an idempotent density matrix squares to the identity. -/
theorem reflection_sq {P : Matrix n n 𝕜} (hP : P * P = P) :
    reflection P * reflection P = 1 := by
  unfold reflection
  linear_combination (norm := noncomm_ring) 4 * hP
```

Without idempotency the result can fail. Take $P=\tfrac12\,1$, every spin orbital half filled. Then $PK+KP=K$ holds for every $K$, but $2P-1=2Q-1=0$, and their product is not the invertible matrix $e^{2K}$.

## The block condition: only occupied–virtual mixing

The hypothesis `h : P * K + K * P = K` removes two blocks of $K$. Multiplying it by $P$ on both sides gives $2PKP=PKP$, so $PKP=0$; multiplying by $1-P$ on both sides gives $(1-P)K(1-P)=0$.

It also makes $R$ anticommute with $K$:

$$RK+KR=2(PK+KP)-2K=0,\qquad RKR=-KR^2=-K.$$

Inserting $R^2=1$ between factors gives $RK^mR=(-K)^m$, and summing the exponential series gives $Re^KR=e^{-K}$. In the proof, `hanti` and `hconj` are the two displayed steps, and `Matrix.exp_conj` replaces the series argument.

```lean
/-- For an idempotent density `P` and a generator with `PK + KP = K`, conjugation by the
density reflection inverts the orbital rotation. -/
theorem reflection_exp {P K : Matrix n n 𝕜} (hP : P * P = P) (h : P * K + K * P = K) :
    reflection P * exp K * reflection P = exp (-K) := by
  have hR := reflection_sq hP
  -- the reflection anticommutes with the generator
  have hanti : reflection P * K = -(K * reflection P) := by
    unfold reflection
    linear_combination (norm := noncomm_ring) 2 * h
  have hconj : reflection P * K * reflection P = -K := by
    rw [hanti, neg_mul, mul_assoc, hR, mul_one]
  -- conjugation passes through the exponential
  have hinv : (reflection P)⁻¹ = reflection P := Matrix.inv_eq_right_inv hR
  have hU : IsUnit (reflection P) := ⟨⟨reflection P, reflection P, hR, hR⟩, rfl⟩
  have hexp := Matrix.exp_conj (reflection P) K hU
  rw [hinv, hconj] at hexp
  exact hexp.symm
```

Because $e^Ke^{-K}=1$, the reflection of $Q$ is

$$2Q-1=e^KRe^{-K}=e^KR(Re^KR)=e^{2K}R.$$

These are `h1` and the final `calc` block.

```lean
/-- For idempotent `P` and `PK + KP = K`, the reflection of the rotated density is the
reflection of `P` followed by the doubled rotation `exp(2K)`. -/
theorem reflection_rotate {P K : Matrix n n 𝕜} (hP : P * P = P) (h : P * K + K * P = K) :
    reflection (rotate K P) = exp ((2 : ℝ) • K) * reflection P := by
  have hE := exp_mul_exp_neg K
  have h1 : reflection (rotate K P) = exp K * reflection P * exp (-K) := by
    unfold reflection rotate
    linear_combination (norm := noncomm_ring) hE
  have h2 : exp ((2 : ℝ) • K) = exp K * exp K := by
    rw [two_smul, Matrix.exp_add_of_commute _ _ (Commute.refl K)]
  rw [h1, h2, ← reflection_exp hP h]
  calc exp K * reflection P * (reflection P * exp K * reflection P)
      = exp K * (reflection P * reflection P) * exp K * reflection P := by
        simp only [mul_assoc]
    _ = exp K * exp K * reflection P := by rw [reflection_sq hP, mul_one]
```

Multiplying on the right by $R$ gives the main identity.

```lean
/-- Two density reflections compose to twice the rotation: for idempotent `P`, a generator
with `PK + KP = K` and `Q = exp(K) P exp(-K)`, one has `(2Q - 1)(2P - 1) = exp(2K)`. -/
theorem reflection_mul_reflection {P K : Matrix n n 𝕜} (hP : P * P = P)
    (h : P * K + K * P = K) :
    reflection (rotate K P) * reflection P = exp ((2 : ℝ) • K) := by
  rw [reflection_rotate hP h, mul_assoc, reflection_sq hP, mul_one]
```

For real $s,t$, the generators $sK$ and $tK$ obey the same condition, so the two reflections multiply to

$$e^{2sK}Re^{2tK}R=e^{2sK}e^{-2tK}=e^{2(s-t)K}.$$

```lean
/-- For idempotent `P` and `PK + KP = K`, the reflections of the densities rotated by `sK`
and by `tK` compose to the rotation generated by `2(s - t)K`. -/
theorem reflection_mul_reflection_along {P K : Matrix n n 𝕜} (hP : P * P = P)
    (h : P * K + K * P = K) (s t : ℝ) :
    reflection (rotate (s • K) P) * reflection (rotate (t • K) P)
      = exp ((2 * (s - t)) • K) := by
  have hs : ∀ r : ℝ, P * (r • K) + (r • K) * P = r • K := fun r => by
    rw [mul_smul_comm, smul_mul_assoc, ← smul_add, h]
  rw [reflection_rotate hP (hs s), reflection_rotate hP (hs t), smul_smul, smul_smul]
  have hc : Commute ((2 * s) • K) (-((2 * t) • K)) :=
    (((Commute.refl K).smul_right _).smul_left _).neg_right
  calc exp ((2 * s) • K) * reflection P * (exp ((2 * t) • K) * reflection P)
      = exp ((2 * s) • K) * (reflection P * exp ((2 * t) • K) * reflection P) := by
        simp only [mul_assoc]
    _ = exp ((2 * s) • K + -((2 * t) • K)) := by
        rw [reflection_exp hP (hs (2 * t)), Matrix.exp_add_of_commute _ _ hc]
    _ = exp ((2 * (s - t)) • K) := by
        congr 1
        module
```

Without the block condition, take $P=1$ on two occupied orbitals and $K=\begin{pmatrix}0&-1\\1&0\end{pmatrix}$. Then $Q=P$ and the reflections multiply to 1, while $e^{2K}$ is a rotation by 2 radians.

For idempotent $P$, the condition is in fact equivalent to $Re^{tK}R=e^{-tK}$ for all real $t$. Differentiating at $t=0$ gives $RKR=-K$; multiplying on the right by $R$ gives $RK=-KR$, which is $PK+KP=K$. Lean proves the derivative step in a general Banach algebra (`key`), then applies it to matrices with a chosen norm.

```lean
/-- For an idempotent density `P`, conjugation by its reflection inverts every rotation `exp(tK)`
with real `t` exactly when `PK + KP = K`. -/
theorem reflection_exp_iff {P K : Matrix n n 𝕜} (hP : P * P = P) :
    (∀ t : ℝ, reflection P * exp (t • K) * reflection P = exp (-(t • K)))
      ↔ P * K + K * P = K := by
  constructor
  · intro H
    -- in any Banach algebra, differentiate both sides at t = 0
    have key : ∀ (A : Type (max u w)) [NormedRing A] [NormedAlgebra ℝ A] [CompleteSpace A]
        (R L : A), (∀ t : ℝ, R * exp (t • L) * R = exp (-(t • L))) → R * L * R = -L := by
      intro A _ _ _ R L HL
      have hl : HasDerivAt (fun t : ℝ => R * exp (t • L) * R) (R * L * R) 0 := by
        simpa using ((hasDerivAt_exp_smul_const L (0 : ℝ)).const_mul R).mul_const R
      have hr : HasDerivAt (fun t : ℝ => exp (-(t • L))) (-L) 0 := by
        simpa using hasDerivAt_exp_smul_const (-L) (0 : ℝ)
      have hf : (fun t : ℝ => R * exp (t • L) * R) = fun t : ℝ => exp (-(t • L)) :=
        funext HL
      rw [hf] at hl
      exact hl.unique hr
    have hconj : reflection P * K * reflection P = -K := by
      let : NormedRing (Matrix n n 𝕜) := Matrix.linftyOpNormedRing
      let : NormedAlgebra ℝ (Matrix n n 𝕜) := Matrix.linftyOpNormedAlgebra
      exact key (Matrix n n 𝕜) (reflection P) K H
    have hanti : reflection P * K = -K * reflection P := by
      rw [← hconj, mul_assoc (reflection P * K), reflection_sq hP, mul_one]
    have h2 : (2 : ℝ) • (P * K + K * P) = (2 : ℝ) • K := by
      rw [two_smul, two_smul]
      unfold reflection at hanti
      linear_combination (norm := noncomm_ring) hanti
    rw [← inv_smul_smul₀ (two_ne_zero' ℝ) (P * K + K * P), h2,
      inv_smul_smul₀ (two_ne_zero' ℝ)]
  · intro h t
    apply reflection_exp hP
    rw [mul_smul_comm, smul_mul_assoc, ← smul_add, h]
```

## What the densities determine

If $Q=P$, the main identity gives $e^{2K}=R^2=1$. Conversely, $e^{2K}=1$ gives $2Q-1=R$, hence $Q=P$. The density can therefore return while $e^K\neq1$, for instance when $e^K=-1$.

```lean
/-- For idempotent `P` and `PK + KP = K`, the rotation `exp(K)` leaves the density unchanged
exactly when the doubled rotation `exp(2K)` is the identity. -/
theorem rotate_eq_self_iff {P K : Matrix n n 𝕜} (hP : P * P = P) (h : P * K + K * P = K) :
    rotate K P = P ↔ exp ((2 : ℝ) • K) = 1 := by
  constructor
  · intro hQ
    rw [← reflection_mul_reflection hP h, hQ, reflection_sq hP]
  · intro h1
    have hR := reflection_rotate hP h
    rw [h1, one_mul] at hR
    have h2 : (2 : ℝ) • rotate K P = (2 : ℝ) • P := by
      rw [two_smul, two_smul, ← two_mul, ← two_mul]
      exact sub_left_injective hR
    rw [← inv_smul_smul₀ (two_ne_zero' ℝ) (rotate K P), h2,
      inv_smul_smul₀ (two_ne_zero' ℝ)]
```

For the overlap $\operatorname{tr}(QP)$ of the two density matrices, expand $(2Q-1)(2P-1)=4QP-2Q-2P+1$ and take traces. Cyclicity gives $\operatorname{tr}Q=\operatorname{tr}P$, so with $N$ spin orbitals

$$4\operatorname{tr}(QP)=\operatorname{tr}e^{2K}+4\operatorname{tr}P-N.$$

```lean
/-- For idempotent `P` and `PK + KP = K`, the overlap `trace(QP)` of the rotated density `Q`
with `P` is fixed by the trace of `exp(2K)`, the trace of `P` and the number of orbitals. -/
theorem trace_rotate_mul {P K : Matrix n n 𝕜} (hP : P * P = P) (h : P * K + K * P = K) :
    4 * trace (rotate K P * P)
      = trace (exp ((2 : ℝ) • K)) + 4 * trace P - (Fintype.card n : 𝕜) := by
  -- the rotation conserves the number of electrons
  have hQ : trace (rotate K P) = trace P := by
    unfold rotate
    rw [Matrix.trace_mul_cycle, mul_eq_one_comm.mp (exp_mul_exp_neg K), one_mul]
  have hexpand : reflection (rotate K P) * reflection P
      = 4 • (rotate K P * P) - 2 • rotate K P - 2 • P + 1 := by
    unfold reflection
    noncomm_ring
  have ht := congrArg trace hexpand
  rw [reflection_mul_reflection hP h] at ht
  simp only [Matrix.trace_add, Matrix.trace_sub, Matrix.trace_smul, Matrix.trace_one,
    hQ] at ht
  simp only [nsmul_eq_mul] at ht
  push_cast at ht
  linear_combination -ht
```

## Hermiticity: physical, but unused

Textbook densities satisfy $P^\dagger=P$ and textbook generators $K^\dagger=-K$ (symmetric and antisymmetric in the real case). No step above used either, so the identities also hold for oblique projectors.

The textbook case is included: with occupied orbitals first and any virtual-by-occupied block $X$,

$$P=\begin{pmatrix}1&0\\0&0\end{pmatrix},\qquad K=\begin{pmatrix}0&-X^\dagger\\X&0\end{pmatrix}$$

satisfy both hypotheses and both Hermiticity conditions. Block multiplication, carried out by `simp`, verifies this.

```lean
/-- The projector `P` on the occupied orbitals and the generator `K` with an arbitrary
occupied-virtual block `X` satisfy `P² = P`, `P† = P`, `K† = -K` and `PK + KP = K`. -/
theorem occupied_virtual_witness {o v : Type*} [Fintype o] [Fintype v] [DecidableEq o]
    [DecidableEq v] (X : Matrix v o 𝕜) :
    let P : Matrix (o ⊕ v) (o ⊕ v) 𝕜 := fromBlocks 1 0 0 0
    let K : Matrix (o ⊕ v) (o ⊕ v) 𝕜 := fromBlocks 0 (-Xᴴ) X 0
    P * P = P ∧ Pᴴ = P ∧ Kᴴ = -K ∧ P * K + K * P = K := by
  simp [fromBlocks_multiply, fromBlocks_add, fromBlocks_conjTranspose, fromBlocks_neg]

end DensityReflections
```

```lean
#print axioms DensityReflections.reflection_rotate
#print axioms DensityReflections.reflection_exp_iff
#print axioms DensityReflections.rotate_eq_self_iff
#print axioms DensityReflections.trace_rotate_mul
```

```
'DensityReflections.reflection_rotate' depends on axioms: [propext, Classical.choice, Quot.sound]
'DensityReflections.reflection_exp_iff' depends on axioms: [propext, Classical.choice, Quot.sound]
'DensityReflections.rotate_eq_self_iff' depends on axioms: [propext, Classical.choice, Quot.sound]
'DensityReflections.trace_rotate_mul' depends on axioms: [propext, Classical.choice, Quot.sound]
```
